# Pekar's condition gives a two-wave medium one effective index for normal-incidence reflection

Light of unit amplitude falls normally from vacuum on a semi-infinite medium that carries two waves, with complex indices \(n_1\), \(n_2\) and electric amplitudes \(E_1\), \(E_2\). If \(n_1^2\neq n_2^2\), the Maxwell conditions and Pekar's condition with background permittivity \(\varepsilon_b\),

\[
1+r=E_1+E_2,\qquad 1-r=n_1E_1+n_2E_2,\qquad (n_1^2-\varepsilon_b)E_1+(n_2^2-\varepsilon_b)E_2=0,
\]

give the reflection amplitude

\[
r=\frac{1-N}{1+N},\qquad N=\frac{n_1n_2+\varepsilon_b}{n_1+n_2},\qquad N\neq-1 .
\]

A dead layer in front of the medium should then give the usual two-interface formula, with \(N\) as the index of the substrate. Can I see this proved with every condition on the denominators stated, and checked by machine in Lean?

## Yes, and for \(N=-1\) the matching equations have no solution

For \(n_1^2\neq n_2^2\) and \(N\neq-1\), the three equations have exactly one solution \((r,E_1,E_2)\), and its \(r\) is the one you give. The dead-layer formula also holds for \(n_1^2\neq n_2^2\), when its denominators are nonzero. Both results apply to reflectivity near an exciton resonance in a model with two transverse waves, normal incidence, sharp interfaces and no wave returning from a back face.

### From two waves to one index

Expanding the products gives the identity

\[
(n_1+n_2)(n_1E_1+n_2E_2)-(n_1n_2+\varepsilon_b)(E_1+E_2)=(n_1^2-\varepsilon_b)E_1+(n_2^2-\varepsilon_b)E_2 .
\]

Since \(n_1^2\neq n_2^2\) implies \(n_1+n_2\neq0\), Pekar's condition is equivalent to \(n_1E_1+n_2E_2=N(E_1+E_2)\).

Write \(S=E_1+E_2\). The Maxwell conditions become \(1+r=S\) and \(1-r=NS\), and their sum is \(2=(1+N)S\). If \(N=-1\), this reads \(2=0\). Otherwise \(S=2/(1+N)\) and \(r=S-1=(1-N)/(1+N)\). Putting \(E_2=S-E_1\) into Pekar's condition gives

\[
E_1=\frac{\varepsilon_b-n_2^2}{n_1^2-n_2^2}\,S,\qquad E_2=\frac{n_1^2-\varepsilon_b}{n_1^2-n_2^2}\,S .
\]

Conversely, these values satisfy all three equations.

The condition \(n_1^2\neq n_2^2\) matters. Take \(n_1=n_2=1\) and \(\varepsilon_b=3\). Then \(N=2\), and the formula would give \(r=-1/3\). But Pekar's condition reads \(-2(E_1+E_2)=0\), so the Maxwell conditions demand both \(1+r=0\) and \(1-r=0\), and there is no solution. What fails here is the description by two separate amplitudes, not the limit of the formula: as \(n_1\) and \(n_2\) tend to 1 with \(n_1^2\neq n_2^2\), \(r\) tends to \(-1/3\), while \(E_1\) and \(E_2\) grow without bound.

### Adding the dead layer

Let the layer have index \(n_b\), with forward and backward amplitudes \(A\) and \(B\) at its outer face. At the inner face they are \(Ae^{i\varphi}\) and \(Be^{-i\varphi}\). Matching there gives

\[
n_b(Ae^{i\varphi}-Be^{-i\varphi})=N(Ae^{i\varphi}+Be^{-i\varphi}),
\]

hence \(B=\rho A\) with \(\rho=r_{12}e^{2i\varphi}\) and \(r_{12}=(n_b-N)/(n_b+N)\). The outer face requires \(1+r=A(1+\rho)\) and \(1-r=n_bA(1-\rho)\). With \(r_{01}=(1-n_b)/(1+n_b)\), the sum and difference are

\[
2=A(1+n_b)(1+r_{01}\rho),\qquad 2r=A(1+n_b)(r_{01}+\rho),
\]

and their quotient is

\[
r=\frac{r_{01}+r_{12}e^{2i\varphi}}{1+r_{01}r_{12}e^{2i\varphi}} .
\]

Conversely, the first relation defines \(A\), then \(B=\rho A\), and the total field at the inner face is split between the two waves as before.

### The Lean file

```lean
import Mathlib

open Complex

namespace PekarReflection

noncomputable section

/-- Pekar's additional boundary condition: the resonant polarisations of the two waves,
proportional to `(nⱼ² - eb) Eⱼ`, cancel at the surface. -/
def PekarCondition (n₁ n₂ eb E₁ E₂ : ℂ) : Prop :=
  (n₁ ^ 2 - eb) * E₁ + (n₂ ^ 2 - eb) * E₂ = 0

/-- The effective surface index `N = (n₁ n₂ + eb) / (n₁ + n₂)`, for `n₁ + n₂ ≠ 0`. -/
def surfaceIndex (n₁ n₂ eb : ℂ) : ℂ := (n₁ * n₂ + eb) / (n₁ + n₂)

/-- The normal-incidence Fresnel amplitude from index `a` to index `b`, for `a + b ≠ 0`. -/
def fresnel (a b : ℂ) : ℂ := (a - b) / (a + b)

/-- Matching at a bare surface: continuity of the electric and magnetic fields for a unit
incident wave in vacuum, and Pekar's condition. -/
def HalfSpaceMatching (n₁ n₂ eb r E₁ E₂ : ℂ) : Prop :=
  1 + r = E₁ + E₂ ∧ 1 - r = n₁ * E₁ + n₂ * E₂ ∧ PekarCondition n₁ n₂ eb E₁ E₂

/-- Matching through a dead layer of index `nb` and phase `φ`, with forward and backward
amplitudes `A` and `B`: field continuity at both faces, and Pekar's condition at the inner one. -/
def DeadLayerMatching (nb φ n₁ n₂ eb r A B E₁ E₂ : ℂ) : Prop :=
  1 + r = A + B ∧ 1 - r = nb * (A - B) ∧
  A * exp (I * φ) + B * exp (-(I * φ)) = E₁ + E₂ ∧
  nb * (A * exp (I * φ) - B * exp (-(I * φ))) = n₁ * E₁ + n₂ * E₂ ∧
  PekarCondition n₁ n₂ eb E₁ E₂

variable {n₁ n₂ eb r E₁ E₂ : ℂ}

/-- For `n₁ + n₂ ≠ 0`, Pekar's condition says that the magnetic field at the surface is `N`
times the electric field, as in a medium of the single index `N`. -/
theorem pekar_iff_surfaceIndex (h : n₁ + n₂ ≠ 0) :
    PekarCondition n₁ n₂ eb E₁ E₂ ↔
      n₁ * E₁ + n₂ * E₂ = surfaceIndex n₁ n₂ eb * (E₁ + E₂) := by
  have hN : surfaceIndex n₁ n₂ eb * (n₁ + n₂) = n₁ * n₂ + eb := div_mul_cancel₀ _ h
  unfold PekarCondition
  constructor
  · intro hp
    apply mul_left_cancel₀ h
    linear_combination hp - (E₁ + E₂) * hN
  · intro hq
    linear_combination (n₁ + n₂) * hq + (E₁ + E₂) * hN

/-- For `n₁² ≠ n₂²`, Pekar's condition fixes how a total surface field `S` is shared between
the two waves. -/
theorem pekar_splitting {S : ℂ} (h : n₁ ^ 2 ≠ n₂ ^ 2) :
    (E₁ + E₂ = S ∧ PekarCondition n₁ n₂ eb E₁ E₂) ↔
      (E₁ = (eb - n₂ ^ 2) / (n₁ ^ 2 - n₂ ^ 2) * S ∧
        E₂ = (n₁ ^ 2 - eb) / (n₁ ^ 2 - n₂ ^ 2) * S) := by
  have hd : n₁ ^ 2 - n₂ ^ 2 ≠ 0 := sub_ne_zero.mpr h
  unfold PekarCondition
  constructor
  · rintro ⟨hS, hp⟩
    constructor
    · rw [div_mul_eq_mul_div, eq_div_iff hd]
      linear_combination hp + (eb - n₂ ^ 2) * hS
    · rw [div_mul_eq_mul_div, eq_div_iff hd]
      linear_combination (n₁ ^ 2 - eb) * hS - hp
  · rintro ⟨rfl, rfl⟩
    constructor
    · have hs : eb - n₂ ^ 2 + (n₁ ^ 2 - eb) = n₁ ^ 2 - n₂ ^ 2 := by ring
      rw [← add_mul, ← add_div, hs, div_self hd, one_mul]
    · ring

/-- Reflection with Pekar's condition: for `n₁² ≠ n₂²` and `N ≠ -1` the matching equations have
exactly one solution, with `r = (1 - N) / (1 + N)` and the stated amplitudes of the two waves. -/
theorem halfSpace_reflection (h : n₁ ^ 2 ≠ n₂ ^ 2) (hN : surfaceIndex n₁ n₂ eb ≠ -1) :
    HalfSpaceMatching n₁ n₂ eb r E₁ E₂ ↔
      (r = (1 - surfaceIndex n₁ n₂ eb) / (1 + surfaceIndex n₁ n₂ eb) ∧
        E₁ = (eb - n₂ ^ 2) / (n₁ ^ 2 - n₂ ^ 2) * (2 / (1 + surfaceIndex n₁ n₂ eb)) ∧
        E₂ = (n₁ ^ 2 - eb) / (n₁ ^ 2 - n₂ ^ 2) * (2 / (1 + surfaceIndex n₁ n₂ eb))) := by
  have h0 : n₁ + n₂ ≠ 0 := fun h0 => h (by linear_combination (n₁ - n₂) * h0)
  have hN1 : 1 + surfaceIndex n₁ n₂ eb ≠ 0 := fun h1 => hN (by linear_combination h1)
  constructor
  · rintro ⟨h1, h2, hp⟩
    have hF := (pekar_iff_surfaceIndex h0).1 hp
    refine ⟨?_, (pekar_splitting h).1 ⟨?_, hp⟩⟩
    · rw [eq_div_iff hN1]
      linear_combination surfaceIndex n₁ n₂ eb * h1 - h2 - hF
    · rw [eq_div_iff hN1]
      linear_combination -h1 - h2 - hF
  · rintro ⟨hr, hE⟩
    obtain ⟨hS, hp⟩ := (pekar_splitting h).2 hE
    have hF := (pekar_iff_surfaceIndex h0).1 hp
    rw [eq_div_iff hN1] at hr hS
    refine ⟨?_, ?_, hp⟩
    · apply mul_right_cancel₀ hN1
      linear_combination hr - hS
    · apply mul_right_cancel₀ hN1
      linear_combination -hr - surfaceIndex n₁ n₂ eb * hS - (1 + surfaceIndex n₁ n₂ eb) * hF

/-- If `n₁ + n₂ ≠ 0` and `N = -1`, no amplitudes satisfy the matching equations for a unit
incident wave. -/
theorem no_matching_of_surfaceIndex_eq_neg_one (h : n₁ + n₂ ≠ 0)
    (hN : surfaceIndex n₁ n₂ eb = -1) : ¬ HalfSpaceMatching n₁ n₂ eb r E₁ E₂ := by
  rintro ⟨h1, h2, hp⟩
  have hF := (pekar_iff_surfaceIndex h).1 hp
  have h20 : (2 : ℂ) = 0 := by linear_combination h1 + h2 + hF + (E₁ + E₂) * hN
  exact two_ne_zero h20

/-- Reflection through a dead layer: for `n₁² ≠ n₂²` and nonzero denominators, the matching
equations admit the reflection amplitude `r` exactly when it is the two-interface expression
built from `r01 = (1 - nb) / (1 + nb)` and `r12 = (nb - N) / (nb + N)`. -/
theorem deadLayer_reflection {nb φ : ℂ} (h : n₁ ^ 2 ≠ n₂ ^ 2) (h01 : 1 + nb ≠ 0)
    (h12 : nb + surfaceIndex n₁ n₂ eb ≠ 0)
    (hD : 1 + fresnel 1 nb * fresnel nb (surfaceIndex n₁ n₂ eb) * exp (2 * I * φ) ≠ 0) :
    (∃ A B E₁ E₂, DeadLayerMatching nb φ n₁ n₂ eb r A B E₁ E₂) ↔
      r = (fresnel 1 nb + fresnel nb (surfaceIndex n₁ n₂ eb) * exp (2 * I * φ)) /
        (1 + fresnel 1 nb * fresnel nb (surfaceIndex n₁ n₂ eb) * exp (2 * I * φ)) := by
  have h0 : n₁ + n₂ ≠ 0 := fun h0 => h (by linear_combination (n₁ - n₂) * h0)
  have ha : fresnel 1 nb * (1 + nb) = 1 - nb := div_mul_cancel₀ _ h01
  have hb : fresnel nb (surfaceIndex n₁ n₂ eb) * (nb + surfaceIndex n₁ n₂ eb) =
      nb - surfaceIndex n₁ n₂ eb := div_mul_cancel₀ _ h12
  have hpq : exp (I * φ) * exp (-(I * φ)) = 1 := by
    rw [← Complex.exp_add, add_neg_cancel, Complex.exp_zero]
  have hw : exp (2 * I * φ) = exp (I * φ) ^ 2 := by
    rw [pow_two, ← Complex.exp_add]
    congr 1
    ring
  unfold DeadLayerMatching
  rw [hw] at hD ⊢
  -- from here on the problem is algebra in the phase factors and Fresnel amplitudes
  generalize exp (I * φ) = p at hpq hD ⊢
  generalize exp (-(I * φ)) = q at hpq ⊢
  generalize fresnel nb (surfaceIndex n₁ n₂ eb) = b at hb hD ⊢
  generalize fresnel 1 nb = a at ha hD ⊢
  rw [eq_div_iff hD]
  constructor
  · rintro ⟨A, B, E₁, E₂, h1, h2, h3, h4, hp⟩
    have hF := (pekar_iff_surfaceIndex h0).1 hp
    -- the inner face fixes the backward wave
    have hBq : B * q = b * p * A := by
      apply mul_right_cancel₀ h12
      linear_combination -h4 - hF + surfaceIndex n₁ n₂ eb * h3 - p * A * hb
    have hB : B = b * p ^ 2 * A := by linear_combination p * hBq - B * hpq
    apply mul_left_cancel₀ h01
    linear_combination nb * (1 - b * p ^ 2) * h1 - (1 + b * p ^ 2) * h2 + 2 * nb * hB +
      (r * (b * p ^ 2) - 1) * ha
  · intro hr
    have hM : (1 + nb) * (1 + a * b * p ^ 2) ≠ 0 := mul_ne_zero h01 hD
    obtain ⟨A, hA⟩ : ∃ A : ℂ, A * ((1 + nb) * (1 + a * b * p ^ 2)) = 2 :=
      ⟨2 / ((1 + nb) * (1 + a * b * p ^ 2)), div_mul_cancel₀ _ hM⟩
    -- the field at the inner face is shared between the two waves
    obtain ⟨E₁, E₂, hS, hp⟩ : ∃ E₁ E₂ : ℂ, E₁ + E₂ = A * p + b * p ^ 2 * A * q ∧
        PekarCondition n₁ n₂ eb E₁ E₂ := ⟨_, _, (pekar_splitting h).2 ⟨rfl, rfl⟩⟩
    have hF := (pekar_iff_surfaceIndex h0).1 hp
    refine ⟨A, b * p ^ 2 * A, E₁, E₂, ?_, ?_, hS.symm, ?_, hp⟩
    · apply mul_right_cancel₀ hM
      linear_combination (1 + nb) * hr + (1 + b * p ^ 2) * ha - (1 + b * p ^ 2) * hA
    · apply mul_right_cancel₀ hM
      linear_combination -(1 + nb) * hr - (1 - b * p ^ 2) * ha - nb * (1 - b * p ^ 2) * hA
    · linear_combination -hF - surfaceIndex n₁ n₂ eb * hS -
        (nb + surfaceIndex n₁ n₂ eb) * b * p * A * hpq - A * p * hb

/-- A dead layer of nonzero index and zero phase imposes the same conditions on the reflected
and transmitted waves as the bare surface. -/
theorem deadLayer_zero_phase {nb : ℂ} (hnb : nb ≠ 0) :
    (∃ A B, DeadLayerMatching nb 0 n₁ n₂ eb r A B E₁ E₂) ↔
      HalfSpaceMatching n₁ n₂ eb r E₁ E₂ := by
  simp only [DeadLayerMatching, HalfSpaceMatching, mul_zero, neg_zero, Complex.exp_zero, mul_one]
  constructor
  · rintro ⟨A, B, h1, h2, h3, h4, hp⟩
    exact ⟨h1.trans h3, h2.trans h4, hp⟩
  · rintro ⟨h1, h2, hp⟩
    obtain ⟨c, hc⟩ : ∃ c : ℂ, nb * c = 1 - r := ⟨(1 - r) / nb, by field_simp⟩
    exact ⟨(1 + r + c) / 2, (1 + r - c) / 2, by ring, by linear_combination -hc,
      by linear_combination h1, by linear_combination hc + h2, hp⟩

/-- If the second wave has the background permittivity, `eb = n₂²`, and `n₁ + n₂ ≠ 0`, the
effective surface index is `n₂`. -/
theorem surfaceIndex_background (h : n₁ + n₂ ≠ 0) : surfaceIndex n₁ n₂ (n₂ ^ 2) = n₂ := by
  rw [surfaceIndex, div_eq_iff h]
  ring

end

end PekarReflection
```

```lean
#print axioms PekarReflection.pekar_iff_surfaceIndex
-- 'PekarReflection.pekar_iff_surfaceIndex' depends on axioms: [propext, Classical.choice, Quot.sound]
#print axioms PekarReflection.halfSpace_reflection
-- 'PekarReflection.halfSpace_reflection' depends on axioms: [propext, Classical.choice, Quot.sound]
#print axioms PekarReflection.deadLayer_zero_phase
-- 'PekarReflection.deadLayer_zero_phase' depends on axioms: [propext, Classical.choice, Quot.sound]
#print axioms PekarReflection.surfaceIndex_background
-- 'PekarReflection.surfaceIndex_background' depends on axioms: [propext, Classical.choice, Quot.sound]
```

### What the statements say about the physics

All quantities are complex numbers, so absorption is included. `eb` is \(\varepsilon_b\), `surfaceIndex n₁ n₂ eb` is \(N\), and `fresnel 1 nb` and `fresnel nb (surfaceIndex n₁ n₂ eb)` are \(r_{01}\) and \(r_{12}\). The amplitude \(r\) refers to the electric field, and the magnetic field is scaled so that a forward wave of index \(n\) has magnetic amplitude \(nE\).

`PekarCondition` is assumed, not derived from a microscopic model. It stands for the vanishing of the total resonant (excitonic) polarisation at the surface of the active medium. The indices are free parameters too: no dispersion relation fixes them, and nothing selects the roots that decay into the medium. Likewise `φ` is any complex number; for a uniform layer of thickness \(d\) it would be \(n_b\omega d/c\).

`halfSpace_reflection` is an equivalence, so it covers existence, uniqueness and the values of all three unknowns. `no_matching_of_surfaceIndex_eq_neg_one` treats \(N=-1\). `deadLayer_reflection` says that amplitudes `A B E₁ E₂` satisfying the matching equations exist exactly when \(r\) has the stated value. Besides \(n_1^2\neq n_2^2\), it assumes that the three denominators \(1+n_b\), \(n_b+N\) and \(1+r_{01}r_{12}e^{2i\varphi}\) are nonzero (`h01`, `h12` and `hD`).

Two limits are included. At zero phase and \(n_b\neq0\), `deadLayer_zero_phase` recovers the bare surface. For \(\varepsilon_b=n_2^2\) and \(n_1+n_2\neq0\), `surfaceIndex_background` gives \(N=n_2\).

### How Lean checks the algebra

Most steps use `linear_combination`, which checks that the goal follows from known equations multiplied by given coefficients and added.

- `pekar_iff_surfaceIndex` is the expansion identity above, with the factor \(n_1+n_2\) cancelled in one direction.
- `pekar_splitting` solves for \(E_1\) and \(E_2\) at given \(S\), and checks the converse.
- `halfSpace_reflection` combines these two lemmas with the Maxwell conditions. The case \(N=-1\) derives \(2=0\) from the same sum as above.
- `deadLayer_reflection` first uses `generalize` to replace the exponentials and Fresnel amplitudes by the letters `p`, `q`, `b` and `a`, keeping relations such as \(pq=1\). The step `hB` is \(B=\rho A\), and the outer-face equations then give \(r\). For the converse, `hA` fixes \(A\) and `pekar_splitting` supplies \(E_1\) and \(E_2\).
- `deadLayer_zero_phase` recovers \(A\) and \(B\) from \(A+B=1+r\) and \(A-B=(1-r)/n_b\), which is where \(n_b\neq0\) enters.
- `surfaceIndex_background` clears the denominator and compares both sides.
